# At fixed N/Z, the lowest-Landau-level Thomas–Fermi ground-state energy of an atom scales as Z^(9/5) B^(2/5)

Which densities should count as competitors for a Thomas–Fermi atom in a strong magnetic field, and should the electron repulsion be an iterated integral or one integral over pairs of points? I ask because I would like to see a familiar scaling argument made rigorous and checked by machine. With all electrons in the lowest Landau level, energies measured from the bottom of that level and a kinetic constant c > 0, the energy is

E(Z,B,ρ) = (c/B²) ∫ρ³ − Z ∫ρ(x)/‖x‖ dx + ½ ∬ρ(x)ρ(y)/‖x−y‖ dx dy.

Measuring lengths in units of L = Z^(1/5) B^(−2/5) and the particle number in units of Z should remove Z and B from the energy, up to an overall factor Z^(9/5) B^(2/5). Can this be proved in Lean, with the convergence of the integrals treated properly?

## One length unit makes all three energy terms scale alike

Yes. Admit every nonnegative density for which the particle number and the three energy integrals converge, and take the repulsion as one integral over pairs. For a charge factor q ≥ 0 and a length ℓ > 0, set

ρ(x) = q ℓ⁻³ σ(x/ℓ).

Substitute x = ℓu, so that dx = ℓ³ du, and likewise for y. Then

∫ρ = q ℓ⁻³ ℓ³ ∫σ = q ∫σ

∫ρ³ = q³ ℓ⁻⁹ ℓ³ ∫σ³ = (q³/ℓ⁶) ∫σ³

∫ρ/‖x‖ = q ℓ⁻³ ℓ⁻¹ ℓ³ ∫σ/‖u‖ = (q/ℓ) ∫σ/‖u‖.

The pair integral has a volume factor ℓ⁶, a factor q²ℓ⁻⁶ from the densities and ℓ⁻¹ from the distance, so the repulsion gains q²/ℓ.

Now put q = Z and ℓ = L. Attraction, with its prefactor Z, and repulsion both gain Z²/L, while the kinetic term gains Z³/(B²L⁶). Since L⁵B² = Z,

Z³/(B²L⁶) = Z³/(ZL) = Z²/L = Z^(9/5) B^(2/5).

Hence ∫ρ = Z∫σ and E(Z,B,ρ) = Z^(9/5) B^(2/5) E(1,1,σ).

The dilation can be undone, so it matches the densities with ∫σ = ν one to one with those with ∫ρ = Zν. The infimum of the energy therefore scales by the same factor.

A dilation with q = 1 also gives a virial relation. Write K = ∫ρ³, A for the attraction integral and R for the repulsion energy, and let ρ minimise the energy at fixed particle number. The density t³ρ(tx) has the same particle number and the energy

(c/B²) K t⁶ − (ZA − R) t.

This is smallest at t = 1, so its derivative vanishes there:

6cK/B² = ZA − R.

Inserting this into the energy gives E = cK/B² − 6cK/B² = −5cK/B².

Here is the complete file.

```lean
import Mathlib

open MeasureTheory

namespace StrongFieldThomasFermi

noncomputable section

/-- Three-dimensional position space. -/
abbrev Space := EuclideanSpace ℝ (Fin 3)

/-- The particle number `∫ρ`. -/
def number (ρ : Space → ℝ) : ℝ := ∫ x, ρ x

/-- The integral `∫ρ³` that enters the kinetic energy in the lowest Landau level. -/
def cubic (ρ : Space → ℝ) : ℝ := ∫ x, ρ x ^ 3

/-- The attraction integral `∫ρ(x)/‖x‖` for a unit nuclear charge at the origin. -/
def attraction (ρ : Space → ℝ) : ℝ := ∫ x, ρ x / ‖x‖

/-- The classical electron repulsion, half the integral of `ρ(x)ρ(y)/‖x-y‖` over pairs. -/
def repulsion (ρ : Space → ℝ) : ℝ :=
  (1 / 2) * ∫ p : Space × Space, ρ p.1 * ρ p.2 / ‖p.1 - p.2‖
    ∂((volume : Measure Space).prod volume)

/-- The strong-field Thomas-Fermi energy of an atom with nuclear charge `Z` in a field
`B ≠ 0`, with kinetic constant `c`. -/
def energy (c Z B : ℝ) (ρ : Space → ℝ) : ℝ :=
  c / B ^ 2 * cubic ρ - Z * attraction ρ + repulsion ρ

/-- A nonnegative density for which the particle number and all energy integrals converge. -/
structure Admissible (ρ : Space → ℝ) : Prop where
  nonneg : ∀ x, 0 ≤ ρ x
  number : Integrable ρ
  cubic : Integrable (fun x => ρ x ^ 3)
  attraction : Integrable (fun x => ρ x / ‖x‖)
  repulsion : Integrable (fun p : Space × Space => ρ p.1 * ρ p.2 / ‖p.1 - p.2‖)
    ((volume : Measure Space).prod volume)

/-- The density `q ℓ⁻³ σ(x/ℓ)`, for a length `ℓ ≠ 0`. -/
def dilate (q l : ℝ) (σ : Space → ℝ) (x : Space) : ℝ := q / l ^ 3 * σ (l⁻¹ • x)

/-- The length unit `L = Z^(1/5) B^(-2/5)`, for `Z, B > 0`. -/
def atomLength (Z B : ℝ) : ℝ := Z ^ (1 / 5 : ℝ) * B ^ (-2 / 5 : ℝ)

/-- The energy unit `Z^(9/5) B^(2/5)`, for `Z, B > 0`. -/
def energyUnit (Z B : ℝ) : ℝ := Z ^ (9 / 5 : ℝ) * B ^ (2 / 5 : ℝ)

/-- Change of length unit in an integral over a space of any finite dimension: if `g(x) = k f(x/ℓ)`
with `ℓ > 0`, integrability passes from `f` to `g`, and the integral gains the factor `k ℓᵈ`, where
`d` is the dimension. -/
theorem integral_rescaled {E : Type*} [NormedAddCommGroup E] [NormedSpace ℝ E]
    [MeasurableSpace E] [BorelSpace E] [FiniteDimensional ℝ E]
    (μ : Measure E) [μ.IsAddHaarMeasure] {f g : E → ℝ} {k l : ℝ} (hl : 0 < l)
    (h : ∀ x, g x = k * f (l⁻¹ • x)) :
    (Integrable f μ → Integrable g μ) ∧
      ∫ x, g x ∂μ = k * l ^ Module.finrank ℝ E * ∫ x, f x ∂μ := by
  have hg : g = fun x => k * f (l⁻¹ • x) := funext h
  constructor
  · intro hf
    rw [hg]
    exact ((integrable_comp_smul_iff μ f (inv_ne_zero hl.ne')).2 hf).const_mul k
  · rw [hg, integral_const_mul, Measure.integral_comp_smul μ f l⁻¹, inv_pow, inv_inv,
      abs_of_pos (pow_pos hl _), smul_eq_mul, mul_assoc]

/-- Under `σ ↦ q ℓ⁻³ σ(x/ℓ)`, with `q ≥ 0` and `ℓ > 0`, an admissible density stays admissible, and
the number, cubic, attraction and repulsion functionals gain the factors `q`, `q³/ℓ⁶`, `q/ℓ` and
`q²/ℓ`. -/
theorem dilate_scaling {σ : Space → ℝ} (hσ : Admissible σ) {q l : ℝ} (hq : 0 ≤ q)
    (hl : 0 < l) :
    Admissible (dilate q l σ) ∧ number (dilate q l σ) = q * number σ ∧
      cubic (dilate q l σ) = q ^ 3 / l ^ 6 * cubic σ ∧
      attraction (dilate q l σ) = q / l * attraction σ ∧
      repulsion (dilate q l σ) = q ^ 2 / l * repulsion σ := by
  have hn : ∀ x : Space, ‖x‖ = l * ‖l⁻¹ • x‖ := fun x => by
    rw [norm_smul, norm_inv, Real.norm_of_nonneg hl.le, mul_inv_cancel_left₀ hl.ne']
  have h3 : Module.finrank ℝ Space = 3 := finrank_euclideanSpace_fin
  have h6 : Module.finrank ℝ (Space × Space) = 6 := by
    rw [Module.finrank_prod, h3]
  -- each integrand is a constant times the old integrand at the rescaled point
  obtain ⟨i1, e1⟩ := integral_rescaled (volume : Measure Space) (f := σ)
    (g := dilate q l σ) (k := q / l ^ 3) hl (fun x => rfl)
  obtain ⟨i2, e2⟩ := integral_rescaled (volume : Measure Space) (f := fun x => σ x ^ 3)
    (g := fun x => dilate q l σ x ^ 3) (k := q ^ 3 / l ^ 9) hl
    (fun x => by simp only [dilate]; ring)
  obtain ⟨i3, e3⟩ := integral_rescaled (volume : Measure Space) (f := fun x => σ x / ‖x‖)
    (g := fun x => dilate q l σ x / ‖x‖) (k := q / l ^ 4) hl
    (fun x => by simp only [dilate]; rw [hn x]; ring)
  obtain ⟨i4, e4⟩ := integral_rescaled ((volume : Measure Space).prod volume)
    (f := fun p : Space × Space => σ p.1 * σ p.2 / ‖p.1 - p.2‖)
    (g := fun p : Space × Space => dilate q l σ p.1 * dilate q l σ p.2 / ‖p.1 - p.2‖)
    (k := q ^ 2 / l ^ 7) hl
    (fun p => by
      simp only [dilate, Prod.smul_fst, Prod.smul_snd, ← smul_sub]
      rw [hn (p.1 - p.2)]
      ring)
  rw [h3] at e1 e2 e3
  rw [h6] at e4
  refine ⟨⟨fun x => mul_nonneg (by positivity) (hσ.nonneg _), i1 hσ.number, i2 hσ.cubic,
    i3 hσ.attraction, i4 hσ.repulsion⟩, ?_, ?_, ?_, ?_⟩
  · unfold number
    rw [e1]
    field_simp
  · unfold cubic
    rw [e2]
    field_simp
  · unfold attraction
    rw [e3]
    field_simp
  · unfold repulsion
    rw [e4]
    field_simp

/-- Lowest-Landau-level Thomas-Fermi scaling: for `Z, B > 0`, an admissible density `σ` and `L =
Z^(1/5) B^(-2/5)`, the density `Z L⁻³ σ(x/L)` is admissible, has particle number `Z∫σ`, and has
energy `Z^(9/5) B^(2/5)` times the energy of `σ` at `Z = B = 1`. -/
theorem thomasFermi_scaling (c : ℝ) {Z B : ℝ} (hZ : 0 < Z) (hB : 0 < B)
    {σ : Space → ℝ} (hσ : Admissible σ) :
    Admissible (dilate Z (atomLength Z B) σ) ∧
      number (dilate Z (atomLength Z B) σ) = Z * number σ ∧
      energy c Z B (dilate Z (atomLength Z B) σ) = energyUnit Z B * energy c 1 1 σ := by
  have hL : 0 < atomLength Z B := by unfold atomLength; positivity
  -- the two relations that fix the length and energy units
  have a : atomLength Z B * energyUnit Z B = Z ^ 2 := by
    have z : Z ^ (1 / 5 : ℝ) * Z ^ (9 / 5 : ℝ) = Z ^ 2 := by
      rw [← Real.rpow_add hZ, ← Real.rpow_natCast Z 2]; norm_num
    have b : B ^ (-2 / 5 : ℝ) * B ^ (2 / 5 : ℝ) = 1 := by
      rw [← Real.rpow_add hB]; norm_num
    unfold atomLength energyUnit
    rw [mul_mul_mul_comm, z, b, mul_one]
  have b : atomLength Z B ^ 5 * B ^ 2 = Z := by
    have z : (Z ^ (1 / 5 : ℝ)) ^ 5 = Z := by
      rw [← Real.rpow_natCast, ← Real.rpow_mul hZ.le]; norm_num
    have b : (B ^ (-2 / 5 : ℝ)) ^ 5 * B ^ 2 = 1 := by
      rw [← Real.rpow_natCast (B ^ (-2 / 5 : ℝ)) 5, ← Real.rpow_mul hB.le,
        ← Real.rpow_natCast B 2, ← Real.rpow_add hB]
      norm_num
    unfold atomLength
    rw [mul_pow, z, mul_assoc, b, mul_one]
  obtain ⟨hA, hN, h1, h2, h3⟩ := dilate_scaling hσ hZ.le hL
  refine ⟨hA, hN, ?_⟩
  unfold energy
  rw [h1, h2, h3]
  generalize atomLength Z B = L at *
  generalize energyUnit Z B = k at *
  have e1 : Z ^ 3 / (B ^ 2 * L ^ 6) = k := by
    rw [div_eq_iff (by positivity)]
    linear_combination -(L ^ 5 * B ^ 2) * a - Z ^ 2 * b
  have e2 : Z ^ 2 / L = k := by
    rw [div_eq_iff hL.ne']
    linear_combination -a
  linear_combination c * cubic σ * e1 + (repulsion σ - attraction σ) * e2

/-- The energies of all admissible densities with particle number `N`. -/
def energies (c Z B N : ℝ) : Set ℝ :=
  {e | ∃ ρ, Admissible ρ ∧ number ρ = N ∧ energy c Z B ρ = e}

/-- If `e` is the infimum of the energy at `Z = B = 1` and particle number `ν`, then
`Z^(9/5) B^(2/5) e` is the infimum at charge `Z`, field `B` and particle number `Zν`. -/
theorem groundEnergy_scaling {c Z B ν e : ℝ} (hZ : 0 < Z) (hB : 0 < B)
    (he : IsGLB (energies c 1 1 ν) e) :
    IsGLB (energies c Z B (Z * ν)) (energyUnit Z B * e) := by
  have hL : 0 < atomLength Z B := by unfold atomLength; positivity
  have hk : 0 < energyUnit Z B := by unfold energyUnit; positivity
  constructor
  · rintro x ⟨ρ, hρ, hN, rfl⟩
    -- undo the dilation to reach a competitor at Z = B = 1
    obtain ⟨hσ, hNσ, -⟩ := dilate_scaling hρ (inv_pos.2 hZ).le (inv_pos.2 hL)
    have hback : dilate Z (atomLength Z B) (dilate Z⁻¹ (atomLength Z B)⁻¹ ρ) = ρ := by
      funext x
      simp only [dilate, inv_inv, smul_inv_smul₀ hL.ne']
      field_simp
    have hE := (thomasFermi_scaling c hZ hB hσ).2.2
    rw [hback] at hE
    rw [hE]
    refine mul_le_mul_of_nonneg_left (he.1 ⟨_, hσ, ?_, rfl⟩) hk.le
    rw [hNσ, hN, inv_mul_cancel_left₀ hZ.ne']
  · intro b hb
    have h : b / energyUnit Z B ≤ e := by
      refine he.2 ?_
      rintro x ⟨σ, hσ, hN, rfl⟩
      obtain ⟨hA, hNρ, hE⟩ := thomasFermi_scaling c hZ hB hσ
      rw [div_le_iff₀ hk, mul_comm, ← hE]
      exact hb ⟨_, hA, by rw [hNρ, hN], rfl⟩
    rw [div_le_iff₀ hk] at h
    linarith

/-- Virial relation: for a density that minimises the energy at fixed particle number, `6c∫ρ³ = B²
(Z∫ρ(x)/‖x‖ - R)`, where `R` is the repulsion energy, and `B²` times the energy is `-5c∫ρ³`. -/
theorem virial {c Z B : ℝ} (hB : 0 < B) {ρ : Space → ℝ} (hρ : Admissible ρ)
    (hmin : ∀ τ, Admissible τ → number τ = number ρ → energy c Z B ρ ≤ energy c Z B τ) :
    6 * c * cubic ρ = B ^ 2 * (Z * attraction ρ - repulsion ρ) ∧
      B ^ 2 * energy c Z B ρ = -5 * c * cubic ρ := by
  -- compare with the dilated densities t³ρ(tx)
  have ht : ∀ t : ℝ, 0 < t →
      c / B ^ 2 * cubic ρ * 1 ^ 6 - (Z * attraction ρ - repulsion ρ) * 1 ≤
        c / B ^ 2 * cubic ρ * t ^ 6 - (Z * attraction ρ - repulsion ρ) * t := by
    intro t ht
    obtain ⟨hA, hN, h1, h2, h3⟩ := dilate_scaling hρ zero_le_one (inv_pos.2 ht)
    have h := hmin _ hA (by rw [hN, one_mul])
    unfold energy at h
    rw [h1, h2, h3] at h
    simp only [inv_pow, div_inv_eq_mul, one_pow, one_mul] at h
    linarith
  have hloc : IsLocalMin (fun t : ℝ =>
      c / B ^ 2 * cubic ρ * t ^ 6 - (Z * attraction ρ - repulsion ρ) * t) 1 :=
    (lt_mem_nhds one_pos).mono fun t h => ht t h
  have hder := ((hasDerivAt_pow 6 (1 : ℝ)).const_mul (c / B ^ 2 * cubic ρ)).fun_sub
    ((hasDerivAt_id' (1 : ℝ)).const_mul (Z * attraction ρ - repulsion ρ))
  have h0 := hloc.hasDerivAt_eq_zero hder
  norm_num at h0
  have hc : B ^ 2 * (c / B ^ 2 * cubic ρ) = c * cubic ρ := by field_simp
  constructor
  · linear_combination B ^ 2 * h0 - 6 * hc
  · unfold energy
    linear_combination B ^ 2 * h0 - 5 * hc

end

end StrongFieldThomasFermi
```

```lean
#print axioms StrongFieldThomasFermi.thomasFermi_scaling
-- 'StrongFieldThomasFermi.thomasFermi_scaling' depends on axioms: [propext, Classical.choice, Quot.sound]
#print axioms StrongFieldThomasFermi.groundEnergy_scaling
-- 'StrongFieldThomasFermi.groundEnergy_scaling' depends on axioms: [propext, Classical.choice, Quot.sound]
#print axioms StrongFieldThomasFermi.virial
-- 'StrongFieldThomasFermi.virial' depends on axioms: [propext, Classical.choice, Quot.sound]
```

## Densities, units and the constant c in the Lean statements

`Space` is three-dimensional Euclidean space, and a density is a function `Space → ℝ`. `Admissible` requires it to be nonnegative and the four integrands to be integrable. The functionals `number`, `cubic`, `attraction` and `repulsion` are ∫ρ, K, A and R; the last includes the factor ½ and integrates over `Space × Space` with the product measure. `dilate q l σ` is the rescaled density, `atomLength` is L and `energyUnit` is Z^(9/5) B^(2/5).

The constant c is the coefficient in the kinetic energy of motion along the field. The number of lowest-Landau-level states per area is proportional to B, so the Fermi momentum along the field is proportional to ρ/B and the kinetic energy density to B(ρ/B)³ = ρ³/B². Its numerical value depends on the units; the theorems hold for every real c.

`thomasFermi_scaling` says that for Z, B > 0 and admissible σ, the rescaled density is admissible and has the stated particle number and energy. `groundEnergy_scaling` assumes that Z, B > 0 and that e is the greatest lower bound of the energies at Z = B = 1 and particle number ν, and concludes that `energyUnit Z B * e` is the greatest lower bound at Z, B and particle number Zν. `virial` assumes that B > 0 and that an admissible minimiser is given.

The existence of a finite infimum or of a minimiser is thus a hypothesis. The functional itself is also taken as given: neither the restriction to the lowest Landau level nor the Thomas–Fermi approximation is derived from the many-electron Schrödinger equation. Within this semiclassical model, one minimisation at Z = B = 1 for each ratio ν = N/Z of electron number to nuclear charge gives the ground-state energy for every nuclear charge and field strength, and the virial relation can test a numerical minimiser. The model describes a real atom only if the field is strong enough to keep the electrons in the lowest Landau level, yet weak enough for a semiclassical treatment of the motion along the field. For N comparable to Z, the Fermi momentum times L is of order (Z³/B)^(1/5) in atomic units, and it must be large. The scaling must therefore be extended neither to weak fields nor to fields of order Z³ and above.

## From a change of variables to the virial relation

`integral_rescaled` is the substitution in any finite dimension d: if g(x) = k f(x/ℓ), then integrability passes from f to g, and the integral gains the factor kℓᵈ. `dilate_scaling` applies it three times with d = 3 and once, for the pair integral, with d = 6. The auxiliary fact `hn`, that ‖x‖ = ℓ‖x/ℓ‖, brings the Coulomb integrands into the required form.

In `thomasFermi_scaling`, the facts `a` and `b` are L · Z^(9/5) B^(2/5) = Z² and L⁵B² = Z, obtained by adding and multiplying real exponents. From them `e1` and `e2` show that the kinetic and Coulomb factors both equal the energy unit, and `linear_combination` assembles the three terms.

The proof of `groundEnergy_scaling` has two halves. To show that the scaled value is a lower bound, it dilates a competitor back with Z⁻¹ and L⁻¹; `hback` confirms that dilating forward again returns the original density. To show that it is the greatest one, it divides any other lower bound by the energy unit and compares the result with e.

In `virial`, `ht` compares ρ with t³ρ(tx) for every t > 0, and `hloc` turns this into a local minimum at t = 1. The derivative there is zero by `hasDerivAt_eq_zero`, and multiplying by B² gives both identities.
